# Idempotency defect of a damped mixture of two projectors, and its occupation numbers in a two-function basis

A damped self-consistent-field step starts from a density matrix $P$, diagonalises the Fock matrix built from it to obtain a new density $Q$, and carries forward the mixture

$$D=(1-x)P+xQ$$

with a step length $x$, normally between $0$ and $1$. In an orthonormal basis of spin orbitals the density of a single determinant is a projector, $P^2=P$, with occupation numbers $0$ and $1$. If both $P$ and $Q$ are idempotent, the mixture misses idempotency by $D-D^2=x(1-x)(P-Q)^2$. For one occupied real orbital in a basis of two functions the defect is $x(1-x)\sin^2\theta$ times the identity, where $\theta$ is the angle between the old and the new orbital, and the fractional occupations of $D$ follow in closed form. Optimal damping, EDIIS and ADIIS all work with convex combinations of densities, and the two-density, two-function case is the smallest model of the fractional occupations that such combinations carry.

## The defect of a mixture of idempotents

Using $P^2=P$ and $Q^2=Q$, and keeping the order of the factors,

$$D^2=(1-x)^2P+x^2Q+x(1-x)(PQ+QP).$$

Since $(1-x)-(1-x)^2=x(1-x)$ and $x-x^2=x(1-x)$,

$$D-D^2=x(1-x)\,(P+Q-PQ-QP)=x(1-x)\,(P-Q)^2 .$$

Let $P$ and $Q$ also be real symmetric and let $x\neq 0,1$. If $D^2=D$, the symmetric matrix $M=P-Q$ obeys $M^{T}M=M^2=0$. The trace of $M^TM$ is the sum of the squares of all entries of $M$, so $M=0$. Conversely $P=Q$ makes the defect vanish. Hence $D$ is idempotent exactly when $P=Q$.

For $P=uu^T$ and $Q=vv^T$ with real unit vectors $u,v$ of any dimension, $PQ=(u\cdot v)\,uv^T$ and $\operatorname{tr}(uv^T)=u\cdot v$. Thus $\operatorname{tr}P=\operatorname{tr}Q=1$ and $\operatorname{tr}PQ=\operatorname{tr}QP=(u\cdot v)^2$, which gives

$$\operatorname{tr}(D-D^2)=2x(1-x)\bigl(1-(u\cdot v)^2\bigr).$$

## Two basis functions

Take $u=(1,0)$ and $v=(c,s)$ with $c=\cos\theta$, $s=\sin\theta$. Then

$$P-Q=\begin{pmatrix}1-c^2&-cs\\-cs&-s^2\end{pmatrix}=s\begin{pmatrix}s&-c\\-c&-s\end{pmatrix}.$$

The last matrix squares to $(s^2+c^2)\,\mathbf 1=\mathbf 1$, the $2\times2$ identity, so with $\delta=x(1-x)\sin^2\theta$

$$D-D^2=\delta\,\mathbf 1 .$$

The density itself is

$$D=\begin{pmatrix}1-xs^2&xcs\\xcs&xs^2\end{pmatrix},$$

with trace $1$ and determinant $xs^2-x^2s^2(s^2+c^2)=\delta$. For a real number $\mu$ the secular determinant is therefore

$$\det(\mu\mathbf 1-D)=\mu^2-\mu+\delta=(\mu-n_+)(\mu-n_-),\qquad n_\pm=\tfrac12\bigl(1\pm\sqrt{1-4\delta}\bigr).$$

The roots are real for every real $x$, because $1-4\delta=c^2+s^2(1-4x+4x^2)=c^2+(1-2x)^2s^2\ge0$. For $0\le x\le1$ one has $\delta\ge0$, the square root lies between $0$ and $1$, and $0\le n_-\le\tfrac12\le n_+\le1$. At $x=\tfrac12$ the formula reads $n_\pm=(1\pm|\cos\theta|)/2$, so an equal mixture of orthogonal orbitals has both occupations equal to $\tfrac12$.

## Densities, orbitals and occupations in Lean

```lean
import Mathlib

open Matrix Real

namespace DampedDensityIdempotency

noncomputable section
```

The mixture is defined in an arbitrary ring `A` that is an algebra over the reals. Multiplication need not commute, and real matrices of any finite size are an instance. The step `x` is any real number.

```lean
/-- The damped density `(1 - x) P + x Q` between two densities `P` and `Q`. -/
def mix {A : Type*} [Ring A] [Algebra ℝ A] (x : ℝ) (P Q : A) : A := (1 - x) • P + x • Q
```

An orbital is a real coefficient vector indexed by a type `n` that labels the basis functions, and `vecMulVec u u` has entries $u_iu_j$. Normalisation is not part of the definition; it enters as the hypothesis `u ⬝ᵥ u = 1` where needed. The plain dot product and the plain matrix product fix the basis as orthonormal, and $P^2=P$ fixes the maximal occupation as $1$, not the $2$ of a spin-summed closed-shell density.

```lean
/-- The matrix `u uᵀ` built from a real orbital `u`. -/
def proj {n : Type*} (u : n → ℝ) : Matrix n n ℝ := vecMulVec u u
```

The two basis functions are labelled $0$ and $1$ by `Fin 2`. The old orbital `![1, 0]` is basis function $0$, and the new one is rotated from it by $\theta$.

```lean
/-- The unit orbital `(cos θ, sin θ)` in a two-function basis. -/
def orbital (θ : ℝ) : Fin 2 → ℝ := ![cos θ, sin θ]

/-- The damped density between the projectors on `(1, 0)` and on `(cos θ, sin θ)`. -/
def planarDensity (x θ : ℝ) : Matrix (Fin 2) (Fin 2) ℝ :=
  mix x (proj ![1, 0]) (proj (orbital θ))
```

The numbers $n_\pm$ are introduced as formulas, and their role as eigenvalues is a theorem. Lean's real square root returns $0$ on a negative argument, so the sign of the radicand is a real obligation in the factorisation below.

```lean
/-- The number `n₊ = (1 + √(1 - 4 x (1 - x) sin² θ)) / 2`. -/
def occPlus (x θ : ℝ) : ℝ := (1 + √(1 - 4 * (x * (1 - x) * sin θ ^ 2))) / 2

/-- The number `n₋ = (1 - √(1 - 4 x (1 - x) sin² θ)) / 2`. -/
def occMinus (x θ : ℝ) : ℝ := (1 - √(1 - 4 * (x * (1 - x) * sin θ ^ 2))) / 2
```

No Fock matrix, energy or rule for choosing $x$ appears. The densities $P$ and $Q$ are given, and their idempotency is assumed in the general statements and derived only for $uu^T$ with unit $u$.

## The algebraic identity and its equality case

`mix_defect` needs nothing but `hP` and `hQ`. The `simp only` call multiplies out $D^2$ and replaces $P^2$, $Q^2$ by $P$, $Q$; the step `h` expands $(P-Q)^2$; and `module` compares the real coefficients of $P$, $Q$, $PQ$ and $QP$ on both sides.

```lean
/-- For idempotent `P` and `Q` the damped density obeys `D - D² = x (1 - x) (P - Q)²`. -/
theorem mix_defect {A : Type*} [Ring A] [Algebra ℝ A] (x : ℝ) {P Q : A}
    (hP : P * P = P) (hQ : Q * Q = Q) :
    mix x P Q - mix x P Q * mix x P Q = (x * (1 - x)) • ((P - Q) * (P - Q)) := by
  simp only [mix, add_mul, mul_add, smul_mul_assoc, mul_smul_comm, hP, hQ]
  have h : (P - Q) * (P - Q) = P + Q - P * Q - Q * P := by
    rw [sub_mul, mul_sub, mul_sub, hP, hQ]
    abel
  rw [h]
  module
```

In `mix_idempotent_iff` the densities are real square matrices of any finite size and any rank, with symmetry given by `hPs` and `hQs`. The step is only required to differ from $0$ and $1$, not to lie between them. In the forward direction the nonzero factor $x(1-x)$ is cancelled to give `h0`, symmetry turns this into $M^TM=0$ in `h1`, and `Matrix.conjTranspose_mul_self_eq_zero` is the sum-of-squares argument. Symmetry matters here: the oblique idempotent $Q=\begin{pmatrix}1&1\\0&0\end{pmatrix}$ and $P=\begin{pmatrix}1&0\\0&0\end{pmatrix}$ differ by a matrix of square zero.

```lean
/-- For real symmetric idempotent `P`, `Q` and a step `x` other than `0` and `1`, the damped
density is idempotent exactly when `P = Q`. -/
theorem mix_idempotent_iff {n : Type*} [Fintype n] [DecidableEq n] {x : ℝ}
    (hx0 : x ≠ 0) (hx1 : x ≠ 1) {P Q : Matrix n n ℝ}
    (hP : P * P = P) (hQ : Q * Q = Q) (hPs : Pᵀ = P) (hQs : Qᵀ = Q) :
    mix x P Q * mix x P Q = mix x P Q ↔ P = Q := by
  have hx : x * (1 - x) ≠ 0 := mul_ne_zero hx0 (sub_ne_zero.mpr hx1.symm)
  have key := mix_defect x hP hQ
  constructor
  · intro h
    rw [h, sub_self] at key
    have h0 : (P - Q) * (P - Q) = 0 := (smul_eq_zero.mp key.symm).resolve_left hx
    -- a symmetric matrix with vanishing square is zero
    have h1 : (P - Q)ᴴ * (P - Q) = 0 := by
      rw [conjTranspose_eq_transpose_of_trivial, transpose_sub, hPs, hQs, h0]
    exact sub_eq_zero.mp (Matrix.conjTranspose_mul_self_eq_zero.mp h1)
  · intro h
    subst h
    rw [sub_self P, mul_zero, smul_zero] at key
    exact (sub_eq_zero.mp key).symm
```

## One occupied orbital in any dimension

The product rule $uu^Tvv^T=(u\cdot v)\,uv^T$ is checked entry by entry, the sum over the inner index being the overlap. Setting $v=u$ with unit norm gives idempotency.

```lean
/-- The product `u uᵀ v vᵀ` is the overlap `u · v` times `u vᵀ`. -/
theorem proj_mul_proj {n : Type*} [Fintype n] (u v : n → ℝ) :
    proj u * proj v = (u ⬝ᵥ v) • vecMulVec u v := by
  ext i j
  simp only [proj, Matrix.mul_apply, Matrix.smul_apply, vecMulVec_apply, dotProduct,
    smul_eq_mul, Finset.sum_mul]
  exact Finset.sum_congr rfl fun k _ => by ring

/-- For a normalised orbital `u` the matrix `u uᵀ` is idempotent. -/
theorem proj_idempotent {n : Type*} [Fintype n] {u : n → ℝ} (hu : u ⬝ᵥ u = 1) :
    proj u * proj u = proj u := by
  rw [proj_mul_proj, hu, one_smul, proj]
```

`trace_defect_rank_one` states the trace formula for unit `u`, `v` and every real `x`. The helper `htr` is $\operatorname{tr}(ab^T)=a\cdot b$ for vectors $a,b$. After `mix_defect`, the four products in $(P-Q)^2$ have traces $1$, $(u\cdot v)^2$, $(u\cdot v)^2$ and $1$, and `ring` collects them. With a single basis function $u=\pm v$ and both sides vanish; in the plane $u\cdot v=\cos\theta$ and the value is $2\delta$.

```lean
/-- For normalised orbitals `u`, `v` in any dimension,
`tr (D - D²) = 2 x (1 - x) (1 - (u · v)²)`. -/
theorem trace_defect_rank_one {n : Type*} [Fintype n] [DecidableEq n] (x : ℝ) {u v : n → ℝ}
    (hu : u ⬝ᵥ u = 1) (hv : v ⬝ᵥ v = 1) :
    trace (mix x (proj u) (proj v) - mix x (proj u) (proj v) * mix x (proj u) (proj v))
      = 2 * (x * (1 - x)) * (1 - (u ⬝ᵥ v) ^ 2) := by
  have htr : ∀ a b : n → ℝ, trace (vecMulVec a b) = a ⬝ᵥ b := by
    intro a b
    simp only [trace, diag, vecMulVec_apply, dotProduct]
  rw [mix_defect x (proj_idempotent hu) (proj_idempotent hv)]
  simp only [sub_mul, mul_sub, proj_mul_proj, trace_smul, trace_sub, htr, hu, hv,
    dotProduct_comm v u, smul_eq_mul]
  ring
```

## The planar density

`projector_pair_witness` shows that the planar pair meets the idempotency and symmetry hypotheses used above, and that the two matrices differ when $\sin\theta\ne0$. The difference is read off the entry in row $1$, column $1$, which is $0$ for $P$ and $\sin^2\theta$ for $Q$.

```lean
/-- The matrices built from `(1, 0)` and `(cos θ, sin θ)` are idempotent and symmetric,
and they differ when `sin θ ≠ 0`. -/
theorem projector_pair_witness (θ : ℝ) :
    proj (![1, 0] : Fin 2 → ℝ) * proj ![1, 0] = proj ![1, 0] ∧
    proj (orbital θ) * proj (orbital θ) = proj (orbital θ) ∧
    (proj (![1, 0] : Fin 2 → ℝ))ᵀ = proj ![1, 0] ∧
    (proj (orbital θ))ᵀ = proj (orbital θ) ∧
    (sin θ ≠ 0 → proj ![1, 0] ≠ proj (orbital θ)) := by
  have hsym : ∀ u : Fin 2 → ℝ, (proj u)ᵀ = proj u := by
    intro u
    ext i j
    simp only [proj, transpose_apply, vecMulVec_apply]
    ring
  have hunit : orbital θ ⬝ᵥ orbital θ = cos θ * cos θ + sin θ * sin θ := by
    simp [orbital, dotProduct, Fin.sum_univ_two]
  refine ⟨proj_idempotent ?_, proj_idempotent ?_, hsym _, hsym _, fun hs h => ?_⟩
  · simp [dotProduct, Fin.sum_univ_two]
  · rw [hunit]
    linear_combination sin_sq_add_cos_sq θ
  · have h1 := congrFun (congrFun h 1) 1
    have h2 : (0 : ℝ) = sin θ * sin θ := by
      simpa [proj, orbital, vecMulVec_apply] using h1
    exact hs (mul_self_eq_zero.mp h2.symm)
```

`planar_defect` is $D-D^2=\delta\,\mathbf 1$ for all real $x$ and $\theta$. The step `hsq` squares $P-Q$: `fin_cases` runs over the four entries, and each is closed by a multiple of $\sin^2\theta+\cos^2\theta=1$. The identity matrix on the right is special to two functions, where the two orbitals have no orthogonal complement beyond the plane that contains them.

```lean
/-- The planar damped density obeys `D - D² = x (1 - x) sin² θ · 1`. -/
theorem planar_defect (x θ : ℝ) :
    planarDensity x θ - planarDensity x θ * planarDensity x θ
      = (x * (1 - x) * sin θ ^ 2) • (1 : Matrix (Fin 2) (Fin 2) ℝ) := by
  obtain ⟨hP, hQ, -⟩ := projector_pair_witness θ
  have h := sin_sq_add_cos_sq θ
  -- the squared difference of the two projectors is `sin² θ` times the identity
  have hsq : (proj ![1, 0] - proj (orbital θ)) * (proj ![1, 0] - proj (orbital θ))
      = (sin θ ^ 2) • (1 : Matrix (Fin 2) (Fin 2) ℝ) := by
    ext i j
    fin_cases i <;> fin_cases j <;>
      simp [proj, orbital, Matrix.mul_apply, Fin.sum_univ_two] <;>
      first
        | linear_combination (-(1 - cos θ ^ 2)) * h
        | linear_combination (cos θ * sin θ) * h
        | linear_combination (-(cos θ * sin θ)) * h
        | linear_combination (sin θ ^ 2) * h
  rw [planarDensity, mix_defect x hP hQ, hsq, smul_smul]
```

In `planar_secular_det`, `hdet` is the expansion $\mu^2-\mu+\delta$, `hrad` writes the radicand as a sum of two squares, and `hs` then says that $r=\sqrt{1-4\delta}$ squares to $1-4\delta$. The product $(\mu-n_+)(\mu-n_-)$ equals $\mu^2-\mu+(1-r^2)/4$, which accounts for the coefficient `(1 / 4 : ℝ)` in the last line.

```lean
/-- The secular determinant of the planar damped density factorises as
`det (μ - D) = (μ - n₊) (μ - n₋)`. -/
theorem planar_secular_det (x θ μ : ℝ) :
    det (μ • (1 : Matrix (Fin 2) (Fin 2) ℝ) - planarDensity x θ)
      = (μ - occPlus x θ) * (μ - occMinus x θ) := by
  have h := sin_sq_add_cos_sq θ
  have hdet : det (μ • (1 : Matrix (Fin 2) (Fin 2) ℝ) - planarDensity x θ)
      = μ ^ 2 - μ + x * (1 - x) * sin θ ^ 2 := by
    rw [det_fin_two]
    simp [planarDensity, mix, proj, orbital]
    linear_combination (-(μ * x)) * h
  -- the radicand is `cos² θ + (1 - 2x)² sin² θ`, hence non-negative
  have hrad : 1 - 4 * (x * (1 - x) * sin θ ^ 2) = cos θ ^ 2 + ((1 - 2 * x) * sin θ) ^ 2 := by
    linear_combination (-1 : ℝ) * h
  have hnn : 0 ≤ 1 - 4 * (x * (1 - x) * sin θ ^ 2) := by
    rw [hrad]
    positivity
  have hs := Real.sq_sqrt hnn
  rw [hdet, occPlus, occMinus]
  linear_combination (1 / 4 : ℝ) * hs
```

`planar_eigenvalue_iff` defines an eigenvalue directly: a real $\mu$ for which some nonzero real vector $v$ has $Dv=\mu v$. The step `hv` rewrites this as $(\mu\mathbf 1-D)v=0$, a square matrix has a nonzero null vector exactly when its determinant vanishes, and the factorised determinant vanishes exactly at $n_+$ or $n_-$. The theorem identifies the set of eigenvalues; their algebraic multiplicity is carried by the factorisation, and the natural orbitals are not computed.

```lean
/-- A real `μ` is an eigenvalue of the planar damped density exactly when it is one of
`(1 ± √(1 - 4 x (1 - x) sin² θ)) / 2`. -/
theorem planar_eigenvalue_iff (x θ μ : ℝ) :
    (∃ v : Fin 2 → ℝ, v ≠ 0 ∧ planarDensity x θ *ᵥ v = μ • v) ↔
      μ = occPlus x θ ∨ μ = occMinus x θ := by
  have hv : ∀ v : Fin 2 → ℝ, planarDensity x θ *ᵥ v = μ • v ↔
      (μ • (1 : Matrix (Fin 2) (Fin 2) ℝ) - planarDensity x θ) *ᵥ v = 0 := by
    intro v
    rw [Matrix.sub_mulVec, Matrix.smul_mulVec, Matrix.one_mulVec, sub_eq_zero]
    exact eq_comm
  simp only [hv]
  rw [Matrix.exists_mulVec_eq_zero_iff, planar_secular_det, mul_eq_zero, sub_eq_zero,
    sub_eq_zero]
```

The interval $0\le x\le1$, which makes $D$ a statistical mixture of two states with weights $1-x$ and $x$, is assumed only in `occupation_bounds`. It gives $\delta\ge0$ in `hd`, hence $r\le1$ in `h1`, and with $r\ge0$ the four inequalities are linear. For this one-orbital, two-function model, a damped step therefore keeps both occupations in the range that the Pauli principle allows.

```lean
/-- For a step `0 ≤ x ≤ 1` one has `0 ≤ n₋ ≤ 1/2 ≤ n₊ ≤ 1`. -/
theorem occupation_bounds {x : ℝ} (hx0 : 0 ≤ x) (hx1 : x ≤ 1) (θ : ℝ) :
    0 ≤ occMinus x θ ∧ occMinus x θ ≤ 1 / 2 ∧ 1 / 2 ≤ occPlus x θ ∧ occPlus x θ ≤ 1 := by
  have hd : 0 ≤ x * (1 - x) * sin θ ^ 2 :=
    mul_nonneg (mul_nonneg hx0 (sub_nonneg.mpr hx1)) (sq_nonneg _)
  have h0 := Real.sqrt_nonneg (1 - 4 * (x * (1 - x) * sin θ ^ 2))
  have h1 : √(1 - 4 * (x * (1 - x) * sin θ ^ 2)) ≤ 1 :=
    Real.sqrt_le_iff.mpr ⟨zero_le_one, by rw [one_pow]; linarith⟩
  unfold occMinus occPlus
  refine ⟨?_, ?_, ?_, ?_⟩ <;> linarith

end

end DampedDensityIdempotency
```

```lean
#print axioms DampedDensityIdempotency.mix_idempotent_iff
#print axioms DampedDensityIdempotency.planar_defect
#print axioms DampedDensityIdempotency.planar_eigenvalue_iff
#print axioms DampedDensityIdempotency.occupation_bounds
```

```
'DampedDensityIdempotency.mix_idempotent_iff' depends on axioms: [propext, Classical.choice, Quot.sound]
'DampedDensityIdempotency.planar_defect' depends on axioms: [propext, Classical.choice, Quot.sound]
'DampedDensityIdempotency.planar_eigenvalue_iff' depends on axioms: [propext, Classical.choice, Quot.sound]
'DampedDensityIdempotency.occupation_bounds' depends on axioms: [propext, Classical.choice, Quot.sound]
```

## A non-orthogonal basis

What follows on overlap matrices and on iteration is ordinary algebra added as context, and no theorem above states it. In an atomic-orbital basis with overlap matrix $S$, a pure density satisfies $PSP=P$, and a model built on that condition has the defect $D-DSD=x(1-x)(P-Q)S(P-Q)$. The matrices $PS$ and $QS$ are idempotent, so `mix_defect` applies to them as it stands. They are in general not symmetric, so `mix_idempotent_iff` does not apply to them directly. The equality case is recovered from the positive definiteness that the overlap matrix of linearly independent functions has: for symmetric $M=P-Q$, $MSM=0$ then forces $M=0$. The overlap $u\cdot v$ becomes $u^TSv$, and the occupations are the eigenvalues of $DS$.

## The step inside an iteration

A program forms $D$ entry by entry from the two stored matrices. In optimal damping $x$ comes from minimising the energy along the segment $0\le x\le1$; for Hartree–Fock that energy is quadratic in $x$, and the Fock matrix of $D$ is the same mixture of the Fock matrices of $P$ and $Q$. For symmetric $D$ in an orthonormal basis the scalar $\operatorname{tr}(D-D^2)=\sum_iD_{ii}-\sum_{ij}D_{ij}^2$ is available without diagonalisation. When the mixed density is kept as the next $P$, the hypothesis `hP` in general no longer holds: the first mixture is idempotent only if $x$ is $0$ or $1$ or $P=Q$, although a full step $x=1$ restores idempotency at any stage. If $Q$ is idempotent and $P$ is not, the defect becomes $D-D^2=x(1-x)(P-Q)^2+(1-x)(P-P^2)$.
